# For a free Auger electron from an integrable source, the squared amplitude per level spacing converges as the box grows and the level momentum tends to k > 0

## A decay strength that shrinks with the box

I work in atomic units and put the outgoing Auger electron in a hard-walled box $[0,L]$. Level $m=1,2,\dots$ has momentum $q=m\pi/L$, energy $E_m=q^2/2$ and wavefunction $\varphi_m(x)=\sqrt{2/L}\,\sin(qx)$. The bound orbitals and the Coulomb interaction are collected in a source function $f(x)$ near the origin, and the transition amplitude is $A=\int_0^L f(x)\,\varphi_m(x)\,dx$.

If I double a box that already contains the source and stay at the same momentum, $|A|^2$ drops to half. Does the decay strength go to zero, then? If a finite number survives, does it depend on which boxes I choose?

## What stays finite is the strength per unit energy

The strength into a single level does go to zero, but the levels crowd together at the same rate. Suppose that $f$ is integrable on the half-line, the boxes grow without bound, and the chosen levels have momenta tending to some $k>0$. Then

$$\frac{|A|^2}{E_{m+1}-E_m}\;\longrightarrow\;\frac{2}{\pi k}\left|\int_0^\infty f(x)\sin(kx)\,dx\right|^2 ,$$

and the limit is the same for every such choice of boxes and levels.

### The box length cancels

The prefactor of $\varphi_m$ is the right one for $m\ge 1$, because

$$\int_0^L \frac{2}{L}\sin^2(qx)\,dx=\frac1L\left[x-\frac{\sin(2qx)}{2q}\right]_0^L=1 ,$$

where the sine at the upper end is $\sin(2m\pi)=0$.

Write $S(L,q)=\int_0^L f(x)\sin(qx)\,dx$ for the overlap with the bare sine wave. The constant $\sqrt{2/L}$ comes out of the integral, so

$$|A|^2=\frac2L\,|S(L,q)|^2 .$$

The next level has momentum $q+\pi/L$, and therefore

$$E_{m+1}-E_m=\frac{(q+\pi/L)^2-q^2}{2}=\frac{\pi}{L}\cdot\frac{2q+\pi/L}{2}.$$

Both expressions carry a factor $1/L$, which drops out of the quotient:

$$\frac{|A|^2}{E_{m+1}-E_m}=\frac{4}{\pi\,(2q+\pi/L)}\,|S(L,q)|^2 .$$

Now take a sequence of boxes $L_j\to\infty$ and levels $m_j$ with $q_j=m_j\pi/L_j\to k$. The first factor tends to $4/(2\pi k)=2/(\pi k)$.

For the overlap, fix $x>0$. As soon as $L_j\ge x$, the integrand at $x$ is $f(x)\sin(q_jx)$, which tends to $f(x)\sin(kx)$. Its modulus never exceeds $|f(x)|$, which is integrable, so dominated convergence gives

$$S(L_j,q_j)\to\int_0^\infty f(x)\sin(kx)\,dx .$$

The product of the two limits is the result above. Without the division, the factor in front is $2/L_j$, which tends to zero while the overlap stays bounded, so $|A|^2\to0$.

A convenient special case has $f$ continuous on $[0,a]$ and zero beyond $a$, with boxes $L_n=n\pi/k$ for $n\ge1$. Level $n$ of box $n$ then has momentum exactly $k$, and the half-line integral reduces to $S(a,k)$.

### Reading the Lean statements

The definitions `boxMomentum`, `boxEnergy`, `boxState` and `boxAmplitude` are $q$, $E_m$, $\varphi_m$ and $A$, and `sineOverlap f L q` is $S(L,q)$. The source has type `ℝ → ℂ`, so complex amplitudes are allowed, and the real wavefunction is cast into `ℂ` before it is multiplied by $f$. The squared modulus is written `‖boxAmplitude f L m‖ ^ 2`.

The general result is `tendsto_boxAmplitude_div_spacing`. Its hypotheses are:

- `IntegrableOn f (Ioi 0)`: the source is integrable on $x>0$. This stands for the localisation of the core hole and of the orbitals that take part in the decay.
- `0 < k`: the electron leaves with non-zero momentum, away from the threshold, where the prefactor $2/(\pi k)$ diverges. The strength itself need not diverge there, since the overlap with $\sin(kx)$ also tends to zero as $k\to0$.
- `Tendsto L atTop atTop`: the box lengths grow without bound. They need not be positive from the start, since they become so.
- `hq`: the momenta of the chosen levels tend to $k$.

No hypothesis says that a box contains the source, because the limit takes care of the part that lies outside. The companion `tendsto_boxAmplitude_zero` states that the undivided squared amplitude tends to zero, and it does not ask for $k>0$.

The special case is `tendsto_tuned_boxes`, where $f$ may jump at $a$. It states the limit with the division; the vanishing for the same boxes is an instance of `tendsto_boxAmplitude_zero`.

The model is a single free electron in one channel, on a half-line or as a radial s-wave. The potential of the ion left behind is absent, so the waves have no Coulomb phase, and $f$ depends neither on the energy nor on the box. The levels and waves are introduced by definition and not derived from a Schrödinger equation. The theorems give no rate of convergence.

```lean
import Mathlib

open MeasureTheory Filter Set
open scoped Real Topology

namespace AugerBoxNormalization

noncomputable section

/-- Momentum `mπ/L` of level `m` in a box of length `L > 0` (atomic units). -/
def boxMomentum (L : ℝ) (m : ℕ) : ℝ := m * π / L

/-- Kinetic energy of level `m` in a box of length `L > 0`, for unit mass. -/
def boxEnergy (L : ℝ) (m : ℕ) : ℝ := boxMomentum L m ^ 2 / 2

/-- The standing wave `√(2/L) sin(mπx/L)` in a box of length `L > 0`. -/
def boxState (L : ℝ) (m : ℕ) (x : ℝ) : ℝ :=
  √(2 / L) * Real.sin (boxMomentum L m * x)

/-- Overlap of `f` with the sine wave of momentum `q` on the interval from `0` to `L`. -/
def sineOverlap (f : ℝ → ℂ) (L q : ℝ) : ℂ :=
  ∫ x in (0 : ℝ)..L, f x * ((Real.sin (q * x) : ℝ) : ℂ)

/-- Transition amplitude from the source `f` into level `m` of a box of length `L > 0`. -/
def boxAmplitude (f : ℝ → ℂ) (L : ℝ) (m : ℕ) : ℂ :=
  ∫ x in (0 : ℝ)..L, f x * ((boxState L m x : ℝ) : ℂ)

/-- In a box of positive length, every standing wave with `m ≠ 0` has unit norm. -/
theorem boxState_normalized {L : ℝ} (hL : 0 < L) {m : ℕ} (hm : m ≠ 0) :
    ∫ x in (0 : ℝ)..L, boxState L m x ^ 2 = 1 := by
  have hm' : (0 : ℝ) < m := by exact_mod_cast Nat.pos_of_ne_zero hm
  have hq : 0 < boxMomentum L m := by unfold boxMomentum; positivity
  have hq2 : 2 * boxMomentum L m ≠ 0 := by positivity
  -- an explicit antiderivative of the probability density
  have hd : ∀ x : ℝ, HasDerivAt
      (fun y : ℝ => (y - Real.sin (2 * boxMomentum L m * y) / (2 * boxMomentum L m)) / L)
      (boxState L m x ^ 2) x := by
    intro x
    have h1 : HasDerivAt (fun y : ℝ => 2 * boxMomentum L m * y) (2 * boxMomentum L m) x := by
      simpa using (hasDerivAt_id x).const_mul (2 * boxMomentum L m)
    refine (((hasDerivAt_id' x).fun_sub
      (h1.sin.div_const (2 * boxMomentum L m))).div_const L).congr_deriv ?_
    rw [boxState, mul_pow, Real.sq_sqrt (by positivity), Real.sin_sq_eq_half_sub,
      mul_div_cancel_right₀ _ hq2,
      show 2 * (boxMomentum L m * x) = 2 * boxMomentum L m * x by ring]
    ring
  have hc : Continuous (fun x => boxState L m x ^ 2) := by
    unfold boxState
    fun_prop
  -- the sine term of the antiderivative vanishes at the wall `x = L`
  have hsin : Real.sin (2 * boxMomentum L m * L) = 0 := by
    have h : 2 * boxMomentum L m * L = ((2 * m : ℕ) : ℝ) * π := by
      unfold boxMomentum
      push_cast
      field_simp
    rw [h, Real.sin_nat_mul_pi]
  rw [intervalIntegral.integral_eq_sub_of_hasDerivAt (fun x _ => hd x)
    (hc.intervalIntegrable _ _)]
  simp only [hsin, mul_zero, Real.sin_zero, zero_div, sub_zero]
  exact div_self hL.ne'

/-- For an integrable source, growing boxes and momenta tending to `k`, the overlap in the box
tends to the overlap with `sin(kx)` on the half-line. -/
theorem tendsto_sineOverlap {f : ℝ → ℂ} (hf : IntegrableOn f (Ioi 0)) {L q : ℕ → ℝ} {k : ℝ}
    (hL : Tendsto L atTop atTop) (hq : Tendsto q atTop (𝓝 k)) :
    Tendsto (fun j => sineOverlap f (L j) (q j)) atTop
      (𝓝 (∫ x in Ioi (0 : ℝ), f x * ((Real.sin (k * x) : ℝ) : ℂ))) := by
  -- dominated convergence with the bound |f|
  have h := tendsto_integral_of_dominated_convergence (μ := volume.restrict (Ioi (0 : ℝ)))
    (F := fun j => (Iic (L j)).indicator (fun x => f x * ((Real.sin (q j * x) : ℝ) : ℂ)))
    (f := fun x => f x * ((Real.sin (k * x) : ℝ) : ℂ)) (fun x => ‖f x‖)
    (fun j => (hf.aestronglyMeasurable.mul (Complex.continuous_ofReal.comp
      (by fun_prop : Continuous fun x : ℝ => Real.sin (q j * x))).aestronglyMeasurable).indicator
        measurableSet_Iic)
    hf.norm
    (fun j => Eventually.of_forall fun x => by
      refine (norm_indicator_le_norm_self _ _).trans ?_
      rw [norm_mul, Complex.norm_real, Real.norm_eq_abs]
      exact mul_le_of_le_one_right (norm_nonneg _) (Real.abs_sin_le_one _))
    (Eventually.of_forall fun x => by
      have h1 : Tendsto (fun j => f x * ((Real.sin (q j * x) : ℝ) : ℂ)) atTop
          (𝓝 (f x * ((Real.sin (k * x) : ℝ) : ℂ))) :=
        ((Complex.continuous_ofReal.tendsto _).comp
          ((Real.continuous_sin.tendsto _).comp (hq.mul_const x))).const_mul (f x)
      refine h1.congr' ?_
      filter_upwards [hL.eventually_ge_atTop x] with j hj
      exact (Set.indicator_of_mem (Set.mem_Iic.2 hj)
        (fun y : ℝ => f y * ((Real.sin (q j * y) : ℝ) : ℂ))).symm)
  refine h.congr' ?_
  filter_upwards [hL.eventually_ge_atTop 0] with j hj
  rw [sineOverlap, intervalIntegral.integral_of_le hj, setIntegral_indicator measurableSet_Iic,
    Ioi_inter_Iic]

/-- In a box of positive length the squared amplitude is `2/L` times the squared overlap with
the bare sine wave. -/
theorem norm_sq_boxAmplitude (f : ℝ → ℂ) {L : ℝ} (hL : 0 < L) (m : ℕ) :
    ‖boxAmplitude f L m‖ ^ 2 = 2 / L * ‖sineOverlap f L (boxMomentum L m)‖ ^ 2 := by
  have h : boxAmplitude f L m =
      ((√(2 / L) : ℝ) : ℂ) * sineOverlap f L (boxMomentum L m) := by
    rw [boxAmplitude, sineOverlap, ← intervalIntegral.integral_const_mul]
    refine intervalIntegral.integral_congr (fun x _ => ?_)
    simp only [boxState, Complex.ofReal_mul]
    ring
  rw [h, norm_mul, mul_pow, Complex.norm_real, Real.norm_eq_abs, sq_abs,
    Real.sq_sqrt (by positivity)]

/-- Squared amplitude per level spacing in a box of positive length, written with the momentum
of the level and the momentum step `π/L`. -/
theorem boxAmplitude_div_spacing (f : ℝ → ℂ) {L : ℝ} (hL : 0 < L) (m : ℕ) :
    ‖boxAmplitude f L m‖ ^ 2 / (boxEnergy L (m + 1) - boxEnergy L m) =
      4 / (π * (2 * boxMomentum L m + π / L)) *
        ‖sineOverlap f L (boxMomentum L m)‖ ^ 2 := by
  have hE : boxEnergy L (m + 1) - boxEnergy L m =
      π / L * (2 * boxMomentum L m + π / L) / 2 := by
    simp only [boxEnergy, boxMomentum]
    push_cast
    ring
  have hs : 0 < 2 * boxMomentum L m + π / L := by
    have h1 : 0 ≤ boxMomentum L m := by unfold boxMomentum; positivity
    have h2 : 0 < π / L := div_pos Real.pi_pos hL
    linarith
  rw [norm_sq_boxAmplitude f hL, hE]
  generalize 2 * boxMomentum L m + π / L = s at hs ⊢
  have hπ := Real.pi_ne_zero
  -- the box length cancels
  field_simp
  ring

/-- For an integrable source, growing boxes and level momenta tending to `k > 0`, the squared
amplitude per level spacing tends to `2/(πk)` times the squared overlap with `sin(kx)`. -/
theorem tendsto_boxAmplitude_div_spacing {f : ℝ → ℂ} (hf : IntegrableOn f (Ioi 0))
    {L : ℕ → ℝ} {m : ℕ → ℕ} {k : ℝ} (hk : 0 < k) (hL : Tendsto L atTop atTop)
    (hq : Tendsto (fun j => boxMomentum (L j) (m j)) atTop (𝓝 k)) :
    Tendsto (fun j => ‖boxAmplitude f (L j) (m j)‖ ^ 2 /
        (boxEnergy (L j) (m j + 1) - boxEnergy (L j) (m j))) atTop
      (𝓝 (2 / (π * k) * ‖∫ x in Ioi (0 : ℝ), f x * ((Real.sin (k * x) : ℝ) : ℂ)‖ ^ 2)) := by
  have hs : Tendsto (fun j => 4 / (π * (2 * boxMomentum (L j) (m j) + π / L j))) atTop
      (𝓝 (4 / (π * (2 * k + 0)))) :=
    tendsto_const_nhds.div (((hq.const_mul 2).add (hL.const_div_atTop π)).const_mul π)
      (by positivity)
  have e : 4 / (π * (2 * k + 0)) = 2 / (π * k) := by
    rw [add_zero, div_eq_div_iff (by positivity) (by positivity)]
    ring
  rw [e] at hs
  refine (hs.mul ((tendsto_sineOverlap hf hL hq).norm.pow 2)).congr' ?_
  filter_upwards [hL.eventually_gt_atTop 0] with j hj
  exact (boxAmplitude_div_spacing f hj (m j)).symm

/-- For an integrable source, growing boxes and convergent level momenta, the squared amplitude
into a single box level tends to zero. -/
theorem tendsto_boxAmplitude_zero {f : ℝ → ℂ} (hf : IntegrableOn f (Ioi 0))
    {L : ℕ → ℝ} {m : ℕ → ℕ} {k : ℝ} (hL : Tendsto L atTop atTop)
    (hq : Tendsto (fun j => boxMomentum (L j) (m j)) atTop (𝓝 k)) :
    Tendsto (fun j => ‖boxAmplitude f (L j) (m j)‖ ^ 2) atTop (𝓝 0) := by
  have h := (hL.const_div_atTop 2).mul ((tendsto_sineOverlap hf hL hq).norm.pow 2)
  rw [zero_mul] at h
  refine h.congr' ?_
  filter_upwards [hL.eventually_gt_atTop 0] with j hj
  exact (norm_sq_boxAmplitude f hj (m j)).symm

/-- Boxes of length `nπ/k` with `k > 0`, and a source continuous on `[0,a]` and zero beyond `a`:
the squared amplitude into level `n` per level spacing tends to `2/(πk)` times the squared
overlap with `sin(kx)` on `[0,a]`. -/
theorem tendsto_tuned_boxes {f : ℝ → ℂ} {a k : ℝ} (ha : 0 ≤ a) (hk : 0 < k)
    (hf : ContinuousOn f (Icc 0 a)) (h0 : ∀ x, a < x → f x = 0) :
    Tendsto (fun n : ℕ => ‖boxAmplitude f (n * π / k) n‖ ^ 2 /
        (boxEnergy (n * π / k) (n + 1) - boxEnergy (n * π / k) n)) atTop
      (𝓝 (2 / (π * k) * ‖sineOverlap f a k‖ ^ 2)) := by
  have hint : IntegrableOn f (Ioi 0) := by
    rw [← Ioc_union_Ioi_eq_Ioi ha]
    exact (hf.integrableOn_Icc.mono_set Ioc_subset_Icc_self).union
      (integrableOn_zero.congr_fun (fun x hx => (h0 x hx).symm) measurableSet_Ioi)
  have hL : Tendsto (fun n : ℕ => (n : ℝ) * π / k) atTop atTop :=
    (tendsto_natCast_atTop_atTop.atTop_mul_const Real.pi_pos).atTop_div_const hk
  -- for n ≥ 1, level n of box n has momentum exactly k
  have hq : Tendsto (fun n : ℕ => boxMomentum (n * π / k) n) atTop (𝓝 k) := by
    refine tendsto_const_nhds.congr' ?_
    filter_upwards [eventually_gt_atTop 0] with n hn
    have hn' : (n : ℝ) * π ≠ 0 :=
      mul_ne_zero (Nat.cast_ne_zero.2 hn.ne') Real.pi_ne_zero
    exact (div_div_cancel₀ hn').symm
  have hI : ∫ x in Ioi (0 : ℝ), f x * ((Real.sin (k * x) : ℝ) : ℂ) = sineOverlap f a k := by
    rw [sineOverlap, intervalIntegral.integral_of_le ha]
    refine setIntegral_eq_of_subset_of_forall_sdiff_eq_zero measurableSet_Ioi
      Ioc_subset_Ioi_self (fun x hx => ?_)
    have hax : a < x := by
      by_contra h
      exact hx.2 ⟨hx.1, not_lt.1 h⟩
    rw [h0 x hax, zero_mul]
  rw [← hI]
  exact tendsto_boxAmplitude_div_spacing hint hk hL hq

end

end AugerBoxNormalization
```

```lean
#print axioms AugerBoxNormalization.boxState_normalized
#print axioms AugerBoxNormalization.tendsto_boxAmplitude_div_spacing
#print axioms AugerBoxNormalization.tendsto_boxAmplitude_zero
#print axioms AugerBoxNormalization.tendsto_tuned_boxes
```

```
'AugerBoxNormalization.boxState_normalized' depends on axioms: [propext, Classical.choice, Quot.sound]
'AugerBoxNormalization.tendsto_boxAmplitude_div_spacing' depends on axioms: [propext, Classical.choice, Quot.sound]
'AugerBoxNormalization.tendsto_boxAmplitude_zero' depends on axioms: [propext, Classical.choice, Quot.sound]
'AugerBoxNormalization.tendsto_tuned_boxes' depends on axioms: [propext, Classical.choice, Quot.sound]
```

### From the antiderivative to the limit

`boxState_normalized` is the norm integral. Its step `hd` differentiates the antiderivative given above, `hsin` shows that the sine vanishes at the wall, and the fundamental theorem of calculus supplies the value 1. The limit theorems do not use this lemma; it confirms that the amplitude is taken with a normalised state.

`tendsto_sineOverlap` carries the analysis. The domain of integration changes with $j$, so the proof multiplies the integrand by the indicator function of $x\le L_j$ and integrates over the fixed half-line. The theorem `tendsto_integral_of_dominated_convergence` then asks for four things: measurability, an integrable bound, the proof that the bound holds, and the pointwise limit. The bound is `‖f x‖`, by $|\sin|\le1$. The pointwise limit uses the continuity of the sine and the fact that the indicator is eventually 1 at each $x$. The last lines turn the half-line integral with its indicator back into the integral from $0$ to $L_j$, which is valid once $L_j\ge0$.

`norm_sq_boxAmplitude` takes $\sqrt{2/L}$ out of the integral and squares it. `boxAmplitude_div_spacing` is the cancellation: `hE` is the formula for the spacing, `hs` shows that $2q+\pi/L$ is positive, and `field_simp` followed by `ring` removes the box length. Both are identities for each box of positive length, before any limit.

In `tendsto_boxAmplitude_div_spacing`, the step `hs` is the limit of the factor $4/(\pi(2q_j+\pi/L_j))$, and `e` simplifies its value to $2/(\pi k)$. This limit is multiplied by that of the squared overlap. The identity for a single box then replaces the product by the quotient for all $j$ with $L_j>0$, which is enough for a limit. `tendsto_boxAmplitude_zero` follows the same pattern with the factor $2/L_j$.

`tendsto_tuned_boxes` checks the hypotheses of the general theorem. `hint` obtains integrability from continuity on $[0,a]$ and the zero beyond it, `hL` shows that $n\pi/k$ grows without bound, and `hq` uses that the momentum equals $k$ for every $n\ge1$. Finally, `hI` shortens the half-line integral to $[0,a]$.

### What to compare between two boxes

For a free outgoing electron treated in a finite box, the quantity to compare between box sizes is the squared amplitude divided by the local level spacing, taken at nearly the same momentum. At the momentum fixed by energy conservation, Fermi's golden rule multiplies the limiting strength per unit energy by $2\pi$ to give the decay rate into this channel. The factor $2/(\pi k)$ is also the square of the prefactor of the energy-normalised wave $\sqrt{2/(\pi k)}\,\sin(kx)$, so the box recovers the usual continuum convention; these last two links to scattering theory are textbook physics that the Lean file neither states nor uses.
